# The energy-optimised Gaussian of a hydrogenic atom obeys the Hellmann–Feynman relation in the nuclear charge

## Two Gaussians at nuclear charge one

Take one electron in the field of a fixed nucleus of charge $Z$, in atomic units, with the trial function $\psi(r)=e^{-ar^2}$, $a>0$, where $r$ is the distance from the nucleus. Its mean energy, derived below, is

$$E(Z,a)=\frac{3a}{2}-2Z\sqrt{\frac{2a}{\pi}}.$$

With $x=\sqrt{2a/\pi}$, so that $a=\pi x^2/2$, this becomes $E=\tfrac{3\pi}{4}x^2-2Zx$, and the mean of $-1/r$ is $-2x$.

Let the exponent follow the charge so that $x=cZ$ with a fixed $c>0$. Then $E=(\tfrac{3\pi}{4}c^2-2c)Z^2$, and at $Z=1$ the total derivative is $\tfrac{3\pi}{2}c^2-4c$.

- For $c=1/2$ the energy is $-0.411$ and its derivative is $-0.822$, but the mean of $-1/r$ is $-1$.
- For $c=4/(3\pi)\approx0.424$ the energy is $-0.424$, and both the derivative and the mean of $-1/r$ are $-0.849$.

The second value of $c$ minimises the energy. There the change of the exponent has no first-order effect on the energy, and only the explicit dependence on $Z$ remains.

## What is claimed, and for which model

The Hellmann–Feynman theorem is usually stated for eigenstates: the derivative of the energy in a parameter is the mean of the derivative of the Hamiltonian. Here the parameter is $Z$ and that operator is $-1/r$. The results concern a single family of Gaussians, none of which is an eigenfunction.

`gaussian_hellmann_feynman` states three things for every real $Z>0$, that is, for an attractive nucleus:

1. The exponent $a_*=8Z^2/(9\pi)$, called `optimalExponent Z`, attains the lowest energy `minEnergy Z`.
2. The function `minEnergy` is differentiable at $Z$, and its derivative is the mean of $-1/r$ in the Gaussian with exponent $a_*$.
3. For no real $E$ does the Hamiltonian multiply that Gaussian by $E$ at all radii $r>0$.

`hellmann_feynman_iff_optimal` treats an exponent $\alpha(z)$ that varies with the charge $z$. It assumes that $\alpha$ is differentiable at $Z>0$ with derivative $\alpha'\neq0$, and that $\alpha(Z)>0$. Then the derivative of $E(z,\alpha(z))$ at $Z$ equals the mean of $-1/r$ if and only if $\alpha(Z)=a_*$. The condition $\alpha'\ne0$ says that the exponent responds to the charge in first order at $Z$. For a frozen exponent the relation holds trivially, because the energy is then linear in $Z$.

The Lean definitions fix the model as follows.

- `trial a r` is the unnormalised Gaussian; the normalised function is $(2a/\pi)^{3/4}e^{-ar^2}$. The means `kinetic` and `attraction` are therefore divided by `normSq`.
- All integrals are radial with weight $r^2$. The factor $4\pi$ from the angles cancels in the quotients.
- `kinetic` uses $\tfrac12|\psi'|^2$, the form obtained from the Laplacian by partial integration. That integration is not part of the file.
- `energy Z a` is `kinetic a + Z * attraction a`, and `minEnergy Z` is its infimum over $a>0$.
- `hamiltonian` is the differential operator for spherically symmetric functions, $H\psi=-\tfrac12\left(\psi''+\tfrac2r\psi'\right)-\tfrac Zr\psi$, applied pointwise. No operator domain or spectrum enters.

For electronic structure, this one-electron, one-parameter model shows how the response of a fully optimised nonlinear parameter drops out of a first derivative of the energy. The value of the parameter still enters through the mean of $-1/r$.

## Kinetic and attraction means from radial moments

Put $b=2a$ and

$$M_n=\int_0^\infty r^n e^{-br^2}\,dr=\tfrac12\,b^{-(n+1)/2}\,\Gamma\!\left(\tfrac{n+1}{2}\right).$$

With $\Gamma(1)=1$, $\Gamma(\tfrac32)=\tfrac{\sqrt\pi}{2}$ and $\Gamma(\tfrac52)=\tfrac{3\sqrt\pi}{4}$,

$$M_1=\frac{1}{2b},\qquad M_2=\frac{\sqrt\pi}{4}b^{-3/2},\qquad M_4=\frac{3\sqrt\pi}{8}b^{-5/2}.$$

The norm integral is $M_2$. Since $\psi'=-2ar\,\psi$, the kinetic integrand is $2a^2r^4e^{-br^2}$, and

$$\langle T\rangle=2a^2\frac{M_4}{M_2}=2a^2\cdot\frac{3}{2b}=\frac{3a}{2},\qquad
\left\langle-\frac1r\right\rangle=-\frac{M_1}{M_2}=-2\sqrt{\frac{b}{\pi}}=-2\sqrt{\frac{2a}{\pi}}.$$

## The minimum and its slope in the charge

Completing the square in $x=\sqrt{2a/\pi}$ gives

$$E(Z,a)=\frac{3\pi}{4}\left(x-\frac{4Z}{3\pi}\right)^2-\frac{4Z^2}{3\pi}.$$

For $Z>0$ the square vanishes at the positive value $x_*=4Z/(3\pi)$, which is $a_*=\pi x_*^2/2=8Z^2/(9\pi)$. The minimum is $-4Z^2/(3\pi)$, and

$$\frac{d}{dZ}\left(-\frac{4Z^2}{3\pi}\right)=-\frac{8Z}{3\pi}=-2x_*=\left\langle-\frac1r\right\rangle_{a_*}.$$

## A local energy that varies with radius

From $\psi''=(-2a+4a^2r^2)\psi$ and $\tfrac2r\psi'=-4a\psi$,

$$H\psi=\left(3a-2a^2r^2-\frac Zr\right)\psi.$$

If $\psi$ were an eigenfunction, the bracket would be the same at $r=1,2,3$. Equating the first two values gives $Z=12a^2$, and equating the last two gives $Z=60a^2$. Together they force $Z=0$.

## The response term of a moving exponent

Since $dx/da=1/(\pi x)$, the chain rule gives

$$\frac{d}{dz}E(z,\alpha(z))\Big|_{z=Z}=-2x+\alpha'\left(\frac32-\frac{2Z}{\pi x}\right),\qquad x=\sqrt{\frac{2\alpha(Z)}{\pi}}.$$

The first term is the mean of $-1/r$. With $\alpha'\ne0$, the second vanishes exactly when $x=4Z/(3\pi)$, which is $\alpha(Z)=a_*$.

## The Lean file

```lean
import Mathlib

open Real MeasureTheory Set

namespace GaussianHellmannFeynman

noncomputable section

/-- The Gaussian trial function `exp (-a r²)` as a function of the radius. -/
def trial (a r : ℝ) : ℝ := Real.exp (-a * r ^ 2)

/-- The radial norm integral of the trial function; the common angular factor is left out. -/
def normSq (a : ℝ) : ℝ := ∫ r in Ioi (0 : ℝ), trial a r ^ 2 * r ^ 2

/-- The mean kinetic energy of the trial function, in atomic units. -/
def kinetic (a : ℝ) : ℝ :=
  (∫ r in Ioi (0 : ℝ), 1 / 2 * deriv (trial a) r ^ 2 * r ^ 2) / normSq a

/-- The mean of `-1/r` in the trial function. -/
def attraction (a : ℝ) : ℝ :=
  (∫ r in Ioi (0 : ℝ), -1 / r * trial a r ^ 2 * r ^ 2) / normSq a

/-- The mean energy of the trial function in the field of a nucleus of charge `Z`. -/
def energy (Z a : ℝ) : ℝ := kinetic a + Z * attraction a

/-- The infimum of the mean energy over Gaussians of positive exponent at nuclear charge `Z`. -/
def minEnergy (Z : ℝ) : ℝ := sInf (energy Z '' Ioi 0)

/-- The exponent `8Z²/(9π)`. -/
def optimalExponent (Z : ℝ) : ℝ := 8 * Z ^ 2 / (9 * π)

/-- The hydrogenic Hamiltonian acting on a spherically symmetric function. -/
def hamiltonian (Z : ℝ) (ψ : ℝ → ℝ) (r : ℝ) : ℝ :=
  -(1 / 2) * (deriv (deriv ψ) r + 2 / r * deriv ψ r) - Z / r * ψ r

lemma trial_sq (a r : ℝ) : trial a r ^ 2 = Real.exp (-(2 * a) * r ^ 2) := by
  unfold trial
  rw [← Real.exp_nat_mul]
  congr 1
  push_cast
  ring

lemma hasDerivAt_trial (a r : ℝ) : HasDerivAt (trial a) (-2 * a * r * trial a r) r := by
  have h : HasDerivAt (trial a)
      (Real.exp (-a * r ^ 2) * (-a * (((2 : ℕ) : ℝ) * r ^ 1))) r :=
    ((hasDerivAt_pow 2 r).const_mul (-a)).exp
  refine h.congr_deriv ?_
  unfold trial
  push_cast
  ring

/-- The radial moments of a Gaussian in terms of the Gamma function. -/
theorem gaussian_moment (n : ℕ) {b : ℝ} (hb : 0 < b) :
    ∫ r in Ioi (0 : ℝ), r ^ n * Real.exp (-b * r ^ 2) =
      (√b)⁻¹ ^ (n + 1) * (1 / 2) * Real.Gamma (((n : ℝ) + 1) / 2) := by
  have hn : (0 : ℝ) ≤ n := n.cast_nonneg
  have h := integral_rpow_mul_exp_neg_mul_rpow (p := 2) (q := (n : ℝ)) (b := b)
    two_pos (by linarith) hb
  simp only [Real.rpow_natCast, Real.rpow_two] at h
  have hp : b ^ (-((n : ℝ) + 1) / 2) = (√b)⁻¹ ^ (n + 1) := by
    rw [Real.sqrt_eq_rpow, ← Real.rpow_neg hb.le, ← Real.rpow_natCast, ← Real.rpow_mul hb.le]
    congr 1
    push_cast
    ring
  rw [h, hp]

lemma gamma_three_half : Real.Gamma (3 / 2) = √π / 2 := by
  rw [show (3 / 2 : ℝ) = 1 / 2 + 1 by norm_num, Real.Gamma_add_one (by norm_num),
    Real.Gamma_one_half_eq]
  ring

lemma normSq_eq {a : ℝ} (ha : 0 < a) :
    normSq a = (√(2 * a))⁻¹ ^ 3 * (1 / 2) * (√π / 2) := by
  have h := gaussian_moment 2 (b := 2 * a) (by positivity)
  rw [show (((2 : ℕ) : ℝ) + 1) / 2 = 3 / 2 by norm_num, gamma_three_half] at h
  refine Eq.trans ?_ h
  refine setIntegral_congr_fun measurableSet_Ioi (fun r _ => ?_)
  simp only [trial_sq]
  ring

/-- The mean kinetic energy of the Gaussian is `3a/2`. -/
theorem kinetic_eq {a : ℝ} (ha : 0 < a) : kinetic a = 3 * a / 2 := by
  have h : ∫ r in Ioi (0 : ℝ), 1 / 2 * deriv (trial a) r ^ 2 * r ^ 2 =
      2 * a ^ 2 * ∫ r in Ioi (0 : ℝ), r ^ 4 * Real.exp (-(2 * a) * r ^ 2) := by
    rw [← integral_const_mul]
    refine setIntegral_congr_fun measurableSet_Ioi (fun r _ => ?_)
    simp only [(hasDerivAt_trial a r).deriv, mul_pow, trial_sq]
    ring
  have hG : Real.Gamma ((((4 : ℕ) : ℝ) + 1) / 2) = 3 / 4 * √π := by
    rw [show (((4 : ℕ) : ℝ) + 1) / 2 = 3 / 2 + 1 by norm_num,
      Real.Gamma_add_one (by norm_num), gamma_three_half]
    ring
  have hs : 0 < √(2 * a) := Real.sqrt_pos.2 (by positivity)
  have hs2 : √(2 * a) ^ 2 = 2 * a := Real.sq_sqrt (by positivity)
  have hp : 0 < √π := Real.sqrt_pos.2 Real.pi_pos
  rw [kinetic, h, gaussian_moment 4 (by positivity), hG, normSq_eq ha]
  generalize √(2 * a) = s at hs hs2 ⊢
  obtain rfl : a = s ^ 2 / 2 := by linarith
  simp only [inv_pow, Nat.reduceAdd]
  field_simp
  ring

/-- The mean of `-1/r` in the Gaussian is `-2 √(2a/π)`. -/
theorem attraction_eq {a : ℝ} (ha : 0 < a) : attraction a = -(2 * √(2 * a / π)) := by
  have h : ∫ r in Ioi (0 : ℝ), -1 / r * trial a r ^ 2 * r ^ 2 =
      (-1) * ∫ r in Ioi (0 : ℝ), r ^ 1 * Real.exp (-(2 * a) * r ^ 2) := by
    rw [← integral_const_mul]
    refine setIntegral_congr_fun measurableSet_Ioi (fun r hr => ?_)
    have hr' : r ≠ 0 := ne_of_gt hr
    simp only [trial_sq]
    generalize Real.exp (-(2 * a) * r ^ 2) = e
    field_simp
  have hs : 0 < √(2 * a) := Real.sqrt_pos.2 (by positivity)
  have hp : 0 < √π := Real.sqrt_pos.2 Real.pi_pos
  rw [attraction, h, gaussian_moment 1 (by positivity), normSq_eq ha,
    show (((1 : ℕ) : ℝ) + 1) / 2 = 1 by norm_num, Real.Gamma_one,
    Real.sqrt_div (by positivity)]
  generalize √(2 * a) = s at hs ⊢
  simp only [inv_pow, Nat.reduceAdd]
  field_simp

lemma energy_eq (Z : ℝ) {a : ℝ} (ha : 0 < a) :
    energy Z a = 3 * a / 2 - 2 * Z * √(2 * a / π) := by
  rw [energy, kinetic_eq ha, attraction_eq ha]
  ring

lemma energy_square (Z : ℝ) {a : ℝ} (ha : 0 < a) :
    energy Z a = 3 * π / 4 * (√(2 * a / π) - 4 * Z / (3 * π)) ^ 2
      - 4 * Z ^ 2 / (3 * π) := by
  have h : a = π * √(2 * a / π) ^ 2 / 2 := by
    rw [Real.sq_sqrt (by positivity)]
    field_simp
  rw [energy_eq Z ha]
  generalize √(2 * a / π) = x at h ⊢
  rw [h]
  field_simp
  ring

lemma sqrt_optimal {Z : ℝ} (hZ : 0 < Z) :
    √(2 * optimalExponent Z / π) = 4 * Z / (3 * π) := by
  have h : 2 * optimalExponent Z / π = (4 * Z / (3 * π)) ^ 2 := by
    unfold optimalExponent
    field_simp
    ring
  rw [h]
  exact Real.sqrt_sq (by positivity)

lemma optimal_pos {Z : ℝ} (hZ : 0 < Z) : 0 < optimalExponent Z := by
  unfold optimalExponent
  positivity

lemma energy_optimal {Z : ℝ} (hZ : 0 < Z) :
    energy Z (optimalExponent Z) = -(4 * Z ^ 2 / (3 * π)) := by
  rw [energy_square Z (optimal_pos hZ), sqrt_optimal hZ]
  ring

lemma minEnergy_eq {Z : ℝ} (hZ : 0 < Z) : minEnergy Z = -(4 * Z ^ 2 / (3 * π)) := by
  have h : IsLeast (energy Z '' Ioi 0) (-(4 * Z ^ 2 / (3 * π))) := by
    refine ⟨⟨optimalExponent Z, optimal_pos hZ, energy_optimal hZ⟩, ?_⟩
    rintro _ ⟨a, ha, rfl⟩
    rw [energy_square Z ha]
    have : 0 ≤ 3 * π / 4 * (√(2 * a / π) - 4 * Z / (3 * π)) ^ 2 := by positivity
    linarith
  exact h.csInf_eq

/-- The Hamiltonian multiplies the Gaussian by the local energy `3a - 2a²r² - Z/r`. -/
theorem hamiltonian_trial (Z a : ℝ) {r : ℝ} (hr : 0 < r) :
    hamiltonian Z (trial a) r = (3 * a - 2 * a ^ 2 * r ^ 2 - Z / r) * trial a r := by
  have h1 : deriv (trial a) = fun x => -2 * a * x * trial a x :=
    funext fun x => (hasDerivAt_trial a x).deriv
  have h2 := ((hasDerivAt_id' r).const_mul (-2 * a)).fun_mul (hasDerivAt_trial a r)
  rw [hamiltonian, h1, h2.deriv]
  beta_reduce
  generalize trial a r = t
  field_simp
  ring

/-- No Gaussian is an eigenfunction of the Hamiltonian with a non-zero nuclear charge. -/
theorem trial_not_eigenfunction {Z : ℝ} (hZ : Z ≠ 0) (a E : ℝ) :
    ¬ ∀ r > 0, hamiltonian Z (trial a) r = E * trial a r := by
  intro h
  -- an eigenvalue would equal the local energy at every radius
  have key : ∀ r > 0, 3 * a - 2 * a ^ 2 * r ^ 2 - Z / r = E := fun r hr =>
    mul_right_cancel₀ (Real.exp_pos (-a * r ^ 2)).ne'
      ((hamiltonian_trial Z a hr).symm.trans (h r hr))
  have h1 := key 1 (by norm_num)
  have h2 := key 2 (by norm_num)
  have h3 := key 3 (by norm_num)
  apply hZ
  linarith

/-- The minimal Gaussian energy is attained at the optimal exponent, and its derivative in the
nuclear charge is the mean of `-1/r` there, while the optimal Gaussian is no eigenfunction. -/
theorem gaussian_hellmann_feynman {Z : ℝ} (hZ : 0 < Z) :
    energy Z (optimalExponent Z) = minEnergy Z ∧
    HasDerivAt minEnergy (attraction (optimalExponent Z)) Z ∧
    ∀ E, ¬ ∀ r > 0, hamiltonian Z (trial (optimalExponent Z)) r
      = E * trial (optimalExponent Z) r := by
  refine ⟨(energy_optimal hZ).trans (minEnergy_eq hZ).symm, ?_,
    trial_not_eigenfunction hZ.ne' _⟩
  have h : HasDerivAt (fun z : ℝ => -(4 / (3 * π)) * z ^ 2)
      (-(4 / (3 * π)) * (((2 : ℕ) : ℝ) * Z ^ 1)) Z :=
    (hasDerivAt_pow 2 Z).const_mul _
  have hev : minEnergy =ᶠ[nhds Z] fun z : ℝ => -(4 / (3 * π)) * z ^ 2 := by
    filter_upwards [Ioi_mem_nhds hZ] with z hz
    rw [minEnergy_eq hz]
    ring
  refine (h.congr_of_eventuallyEq hev).congr_deriv ?_
  rw [attraction_eq (optimal_pos hZ), sqrt_optimal hZ]
  push_cast
  ring

/-- If the exponent varies with the nuclear charge at a non-zero rate, the energy derivative
equals the mean of `-1/r` exactly when the exponent is the optimal one at that charge. -/
theorem hellmann_feynman_iff_optimal {Z α' : ℝ} {α : ℝ → ℝ} (hZ : 0 < Z)
    (hα : HasDerivAt α α' Z) (hα' : α' ≠ 0) (hpos : 0 < α Z) :
    HasDerivAt (fun z => energy z (α z)) (attraction (α Z)) Z ↔ α Z = optimalExponent Z := by
  have hx : 0 < √(2 * α Z / π) := Real.sqrt_pos.2 (by positivity)
  have hx2 : √(2 * α Z / π) ^ 2 = 2 * α Z / π := Real.sq_sqrt (by positivity)
  have hs := ((hα.const_mul 2).div_const π).sqrt (by positivity)
  have hF := ((hα.const_mul 3).div_const 2).fun_sub
    (((hasDerivAt_id' Z).const_mul 2).fun_mul hs)
  have hev : (fun z => energy z (α z)) =ᶠ[nhds Z]
      fun z => 3 * α z / 2 - 2 * z * √(2 * α z / π) := by
    filter_upwards [hα.continuousAt (Ioi_mem_nhds hpos)] with z hz
    exact energy_eq z hz
  have key : ∀ x : ℝ, 0 < x → 3 * α' / 2 - (2 * 1 * x + 2 * Z * (2 * α' / π / (2 * x)))
      = -(2 * x) + α' * (3 / 2 - 2 * Z / (π * x)) := by
    intro x hx
    field_simp <;> ring
  -- chain rule: the mean of -1/r plus the response of the exponent
  have hD := (hF.congr_of_eventuallyEq hev).congr_deriv (key _ hx)
  rw [attraction_eq hpos]
  constructor
  · intro h
    have h0 : α' * (3 / 2 - 2 * Z / (π * √(2 * α Z / π))) = 0 := by
      linarith [h.unique hD]
    have h1 := (mul_eq_zero.1 h0).resolve_left hα'
    have h2 : 2 * Z / (π * √(2 * α Z / π)) = 3 / 2 := by linarith
    rw [div_eq_iff (by positivity)] at h2
    have h3 : √(2 * α Z / π) = 4 * Z / (3 * π) := by
      rw [eq_div_iff (by positivity)]
      linarith
    rw [h3] at hx2
    have h4 : α Z = π * (4 * Z / (3 * π)) ^ 2 / 2 := by
      rw [hx2]
      field_simp
    rw [h4, optimalExponent]
    field_simp <;> ring
  · intro h
    refine hD.congr_deriv ?_
    rw [h, sqrt_optimal hZ]
    have h1 : 2 * Z / (π * (4 * Z / (3 * π))) = 3 / 2 := by
      field_simp <;> ring
    rw [h1]
    ring

end

end GaussianHellmannFeynman
```

```lean
#print axioms GaussianHellmannFeynman.gaussian_hellmann_feynman
#print axioms GaussianHellmannFeynman.hellmann_feynman_iff_optimal
```

```
'GaussianHellmannFeynman.gaussian_hellmann_feynman' depends on axioms: [propext, Classical.choice, Quot.sound]
'GaussianHellmannFeynman.hellmann_feynman_iff_optimal' depends on axioms: [propext, Classical.choice, Quot.sound]
```

## How the integrals are evaluated

`trial_sq` writes the squared Gaussian as an exponential with exponent $2a$, and `hasDerivAt_trial` supplies $\psi'=-2ar\psi$. `gaussian_moment` is the formula for $M_n$, obtained from Mathlib's integral of a power times an exponential; most of its proof converts real powers of $b$ into powers of $\sqrt b$. `gamma_three_half` gives $\Gamma(\tfrac32)$, and `normSq_eq` evaluates $M_2$.

In `kinetic_eq` and `attraction_eq`, `setIntegral_congr_fun` rewrites the integrand for $r>0$ as a constant times a moment integrand. The cancellation of $1/r$ against $r^2$ takes place here. The square root is then replaced by a variable, and `field_simp`, with `ring` in the kinetic case, finishes the quotient.

## How the minimum and the eigenvalue test are proved

`energy_eq` adds the two means, and `energy_square` completes the square. `sqrt_optimal` and `optimal_pos` show that $a_*$ corresponds to $x_*$ and is positive, so `energy_optimal` can evaluate the energy there. `minEnergy_eq` shows that $-4Z^2/(3\pi)$ is attained and is a lower bound, which is `IsLeast`; the infimum then has this value.

The closed form is proved for positive charges only, but a derivative needs no more than a neighbourhood of $Z$. In `gaussian_hellmann_feynman`, `Ioi_mem_nhds` provides that neighbourhood, and the derivative of the quadratic is matched with `attraction_eq` at $a_*$.

`hamiltonian_trial` computes the local energy. `trial_not_eigenfunction` cancels the positive Gaussian, evaluates at the three radii and lets `linarith` derive $Z=0$. It covers every real exponent and every $Z\neq0$.

## How the equivalence is proved

In `hellmann_feynman_iff_optimal`, continuity of $\alpha$ at $Z$ keeps the exponent positive nearby, so the closed energy formula may be differentiated. The auxiliary identity `key` sorts the result into $-2x$ and the response term, and `hD` records the total derivative.

For the forward direction, `h.unique hD` uses the uniqueness of derivatives to make the response term zero. Division by $\alpha'$ then leaves the equation for $x$, which is solved and squared to recover $a_*$. For the reverse direction, inserting $a_*$ makes the bracket zero.
